# The free Klein-Gordon density in one dimension is locally conserved but can be negative

In Schrödinger theory the density \(|\psi|^2\) of a wave function \(\psi\) is never negative and obeys a continuity equation, and the probability reading uses both facts. The Klein-Gordon equation also has a continuity equation, with a current of the familiar form. A reader who checks only conservation and calls the conserved density a probability density ends up with negative probabilities: already a plane wave can have a density that is negative at every point.

The setting is a free complex field \(\varphi(x,t)\) on the whole line, in units \(\hbar=c=1\), obeying
\[ \varphi_{tt}=\varphi_{xx}-m^2\varphi . \]
Subscripts denote partial derivatives and an overbar the complex conjugate. The real constant \(m\) is the rest mass of a spinless particle; only \(m^2\) enters, and \(m=0\) is allowed.

## Fields, density and current

```lean
import Mathlib

open Complex ComplexConjugate

namespace KleinGordonDensity

noncomputable section
```

The `open` line provides the short names `I` for \(i\), `cexp` for the complex exponential, `conj` for conjugation and `normSq` for \(|\cdot|^2\).

```lean
/-- Time derivative `φ_t` of a complex field `φ(x,t)`. -/
def dt (φ : ℝ → ℝ → ℂ) : ℝ → ℝ → ℂ := fun x t => deriv (fun s => φ x s) t
```

A field has type `ℝ → ℝ → ℂ`, and `φ x t` is \(\varphi(x,t)\), position first. The expression `fun s => φ x s` is the function of time at fixed \(x\), and `deriv` differentiates it, so `dt φ x t` is \(\varphi_t(x,t)\).

```lean
/-- Space derivative `φ_x` of a complex field `φ(x,t)`. -/
def dx (φ : ℝ → ℝ → ℂ) : ℝ → ℝ → ℂ := fun x t => deriv (fun y => φ y t) x
```

Likewise `dx φ x t` is \(\varphi_x(x,t)\). Both operations return a field, so `dt (dt φ)` is \(\varphi_{tt}\).

```lean
/-- The field is twice differentiable in time and twice differentiable in space. -/
structure Regular (φ : ℝ → ℝ → ℂ) : Prop where
  t1 : ∀ x t, DifferentiableAt ℝ (fun s => φ x s) t
  t2 : ∀ x t, DifferentiableAt ℝ (fun s => dt φ x s) t
  x1 : ∀ x t, DifferentiableAt ℝ (fun y => φ y t) x
  x2 : ∀ x t, DifferentiableAt ℝ (fun y => dx φ y t) x
```

A `structure` of type `Prop` is a list of named conditions. Here \(\varphi\) and \(\varphi_t\) are differentiable in \(t\), and \(\varphi\) and \(\varphi_x\) in \(x\), at every point. Mixed derivatives are not mentioned. Since `deriv` returns zero where no derivative exists, these conditions are what give the second derivatives their usual meaning, and the conservation theorems below state differentiability of density and current for the same reason.

```lean
/-- The field is regular and obeys the Klein-Gordon equation `φ_tt = φ_xx - m² φ`. -/
structure IsKleinGordon (m : ℝ) (φ : ℝ → ℝ → ℂ) : Prop where
  reg : Regular φ
  eqn : ∀ x t, dt (dt φ) x t = dx (dx φ) x t - (m : ℂ) ^ 2 * φ x t
```

A solution is a regular field that satisfies the equation at every \((x,t)\). No potential, boundary condition or decay at infinity is included.

```lean
/-- Klein-Gordon density `ρ = -Im(conj φ φ_t)`. -/
def density (φ : ℝ → ℝ → ℂ) (x t : ℝ) : ℝ := -(conj (φ x t) * dt φ x t).im
```

With `.im` for the imaginary part,
\[ \rho=-\operatorname{Im}(\bar\varphi\,\varphi_t)=\tfrac{i}{2}\left(\bar\varphi\,\varphi_t-\varphi\,\bar\varphi_t\right). \]

```lean
/-- Klein-Gordon current `j = Im(conj φ φ_x)`. -/
def current (φ : ℝ → ℝ → ℂ) (x t : ℝ) : ℝ := (conj (φ x t) * dx φ x t).im
```

The current is \(j=\operatorname{Im}(\bar\varphi\,\varphi_x)\), the Schrödinger form without its factor \(1/m\). The same factor is left out of \(\rho\).

```lean
/-- Relativistic energy `E = √(p² + m²)`. -/
def energy (m p : ℝ) : ℝ := Real.sqrt (p ^ 2 + m ^ 2)
```

This is \(E(p)=\sqrt{p^2+m^2}\) for a real momentum \(p\). Lean takes the mass first: `energy m p`.

```lean
/-- Plane wave `a exp(i(p x - ω t))`. -/
def wave (a : ℂ) (p ω : ℝ) (x t : ℝ) : ℂ := a * cexp (I * ((p : ℂ) * x - (ω : ℂ) * t))
```

The plane wave \(a\,e^{i(px-\omega t)}\) has complex amplitude \(a\), real \(p\) and real frequency \(\omega\) of either sign, with no relation between \(\omega\) and \(p\) imposed yet.

## The continuity equation

```lean
/-- If `f` has derivative `g t` at `t` and `g` has derivative `g'` at `t`, the derivative of
`Im(conj f g)` there is `Im(conj f g')`. -/
theorem hasDerivAt_im_conj_mul {f g : ℝ → ℂ} {g' : ℂ} {t : ℝ}
    (hf : HasDerivAt f (g t) t) (hg : HasDerivAt g g' t) :
    HasDerivAt (fun s => (conj (f s) * g s).im) ((conj (f t) * g').im) t := by
  have h1 : HasDerivAt (fun s => conj (f s)) (conj (g t)) t := hf.star
  have h2 := Complex.imCLM.hasFDerivAt.comp_hasDerivAt t (h1.fun_mul hg)
  have h3 : HasDerivAt (fun s => (conj (f s) * g s).im)
      ((conj (g t) * g t + conj (f t) * g').im) t := h2
  refine h3.congr_deriv ?_
  -- the term `|f'|²` is real
  simp only [Complex.add_im, Complex.mul_im, Complex.conj_re, Complex.conj_im]
  ring
```

`HasDerivAt f (g t) t` says that \(f\) is differentiable at \(t\) with derivative \(g(t)\). If also \(g\) has derivative \(g'\) there, the product rule gives, with everything evaluated at \(t\),
\[ \frac{d}{ds}\operatorname{Im}(\bar f g)=\operatorname{Im}(\bar g\,g+\bar f g')=\operatorname{Im}(\bar f g'), \]
because \(\bar g g=|g|^2\) is real. In the proof `h1` differentiates the conjugate, `h2` applies the product rule and passes it through the real-linear map \(\operatorname{Im}\), and the last two lines expand into real and imaginary parts, where the \(|g|^2\) term cancels.

```lean
/-- A field that is jointly twice continuously differentiable in `(x,t)` is regular. -/
theorem regular_of_contDiff {φ : ℝ → ℝ → ℂ}
    (h : ContDiff ℝ 2 (fun z : ℝ × ℝ => φ z.1 z.2)) : Regular φ := by
  have ht : ∀ x, ContDiff ℝ 2 (fun s => φ x s) := fun x => by
    have := h.comp (show ContDiff ℝ 2 (fun s : ℝ => (x, s)) by fun_prop)
    exact this
  have hx : ∀ t, ContDiff ℝ 2 (fun y => φ y t) := fun t => by
    have := h.comp (show ContDiff ℝ 2 (fun y : ℝ => (y, t)) by fun_prop)
    exact this
  exact ⟨fun x t => (ht x).differentiable (by norm_num) t,
    fun x t => (ht x).differentiable_deriv_two t,
    fun x t => (hx t).differentiable (by norm_num) x,
    fun x t => (hx t).differentiable_deriv_two x⟩
```

A field that is twice continuously differentiable jointly in \((x,t)\), in particular a smooth one, is regular. The proof composes \(\varphi\) with the lines \(s\mapsto(x,s)\) and \(y\mapsto(y,t)\), and each restriction is twice differentiable.

```lean
/-- For any regular field, `ρ` is differentiable in `t`, `j` in `x`, and
`ρ_t + j_x = Im(conj φ (φ_xx - φ_tt))`. -/
theorem balance {φ : ℝ → ℝ → ℂ} (h : Regular φ) (x t : ℝ) :
    DifferentiableAt ℝ (fun s => density φ x s) t ∧
    DifferentiableAt ℝ (fun y => current φ y t) x ∧
    deriv (fun s => density φ x s) t + deriv (fun y => current φ y t) x =
      (conj (φ x t) * (dx (dx φ) x t - dt (dt φ) x t)).im := by
  have hρ : HasDerivAt (fun s => density φ x s) (-(conj (φ x t) * dt (dt φ) x t).im) t :=
    (hasDerivAt_im_conj_mul (f := fun s => φ x s) (g := fun s => dt φ x s)
      (h.t1 x t).hasDerivAt (h.t2 x t).hasDerivAt).fun_neg
  have hj : HasDerivAt (fun y => current φ y t) ((conj (φ x t) * dx (dx φ) x t).im) x :=
    hasDerivAt_im_conj_mul (f := fun y => φ y t) (g := fun y => dx φ y t)
      (h.x1 x t).hasDerivAt (h.x2 x t).hasDerivAt
  refine ⟨hρ.differentiableAt, hj.differentiableAt, ?_⟩
  rw [hρ.deriv, hj.deriv, mul_sub, Complex.sub_im]
  ring
```

No field equation is used here. The symbol `∧` joins three claims: \(\rho\) is differentiable in \(t\), \(j\) is differentiable in \(x\), and a balance law holds. The product-rule lemma with \(f=\varphi\), \(g=\varphi_t\) along time gives \(\rho_t=-\operatorname{Im}(\bar\varphi\varphi_{tt})\), which is `hρ`. With \(g=\varphi_x\) along space it gives \(j_x=\operatorname{Im}(\bar\varphi\varphi_{xx})\), which is `hj`. Adding,
\[ \rho_t+j_x=\operatorname{Im}\big(\bar\varphi\,(\varphi_{xx}-\varphi_{tt})\big). \]

```lean
/-- Continuity equation: for a Klein-Gordon solution with real mass, `ρ` and `j` are
differentiable and `ρ_t + j_x = 0` everywhere. -/
theorem continuity {m : ℝ} {φ : ℝ → ℝ → ℂ} (h : IsKleinGordon m φ) (x t : ℝ) :
    DifferentiableAt ℝ (fun s => density φ x s) t ∧
    DifferentiableAt ℝ (fun y => current φ y t) x ∧
    deriv (fun s => density φ x s) t + deriv (fun y => current φ y t) x = 0 := by
  obtain ⟨h1, h2, h3⟩ := balance h.reg x t
  refine ⟨h1, h2, ?_⟩
  -- the source is `Im(m² |φ|²) = 0`
  rw [h3, h.eqn x t, sub_sub_cancel, ← Complex.ofReal_pow]
  simp only [Complex.mul_im, Complex.mul_re, Complex.conj_re, Complex.conj_im,
    Complex.ofReal_re, Complex.ofReal_im]
  ring
```

For a solution, \(\varphi_{xx}-\varphi_{tt}=m^2\varphi\), so
\[ \rho_t+j_x=\operatorname{Im}\big(m^2|\varphi|^2\big)=0 \]
at every point, since \(m^2\) is real. The `rw` line substitutes the equation `h.eqn x t` into the balance law and cancels \(\varphi_{xx}\); expanding components then gives zero. The statement is local. Constancy in time of \(\int\rho\,dx\) would need decay conditions and is not part of it.

## Plane waves and the sign of the density

```lean
/-- A plane wave is regular; `∂_t` multiplies its amplitude by `-iω` and `∂_x` by `ip`. -/
theorem wave_partials (a : ℂ) (p ω : ℝ) :
    Regular (wave a p ω) ∧ dt (wave a p ω) = wave (-I * ω * a) p ω ∧
      dx (wave a p ω) = wave (I * p * a) p ω := by
  have h0 : ∀ t : ℝ, HasDerivAt (fun s : ℝ => (s : ℂ)) 1 t :=
    fun t => (hasDerivAt_id (t : ℂ)).comp_ofReal
  have ht : ∀ (b : ℂ) (x t : ℝ),
      HasDerivAt (fun s => wave b p ω x s) (wave (-I * ω * b) p ω x t) t := fun b x t => by
    have h := ((((h0 t).const_mul (ω : ℂ)).const_sub ((p : ℂ) * x)).const_mul I).cexp.const_mul b
    refine HasDerivAt.congr_deriv h ?_
    simp only [wave]
    ring
  have hx : ∀ (b : ℂ) (x t : ℝ),
      HasDerivAt (fun y => wave b p ω y t) (wave (I * p * b) p ω x t) x := fun b x t => by
    have h := ((((h0 x).const_mul (p : ℂ)).sub_const ((ω : ℂ) * t)).const_mul I).cexp.const_mul b
    refine HasDerivAt.congr_deriv h ?_
    simp only [wave]
    ring
  have et : dt (wave a p ω) = wave (-I * ω * a) p ω := by
    funext x t
    exact (ht a x t).deriv
  have ex : dx (wave a p ω) = wave (I * p * a) p ω := by
    funext x t
    exact (hx a x t).deriv
  refine ⟨⟨fun x t => (ht a x t).differentiableAt, fun x t => ?_,
    fun x t => (hx a x t).differentiableAt, fun x t => ?_⟩, et, ex⟩
  · rw [et]
    exact (ht _ x t).differentiableAt
  · rw [ex]
    exact (hx _ x t).differentiableAt
```

The chain rule gives
\[ \partial_t\,a e^{i(px-\omega t)}=(-i\omega a)\,e^{i(px-\omega t)},\qquad \partial_x\,a e^{i(px-\omega t)}=(ipa)\,e^{i(px-\omega t)}. \]
Each derivative is again a plane wave with a new amplitude. The steps `ht` and `hx` are proved for an arbitrary amplitude `b`, so applying them a second time supplies the second derivatives that regularity asks for.

```lean
/-- A plane wave of nonzero amplitude solves the Klein-Gordon equation exactly when
`ω² = p² + m²`. -/
theorem wave_isKleinGordon_iff {a : ℂ} (ha : a ≠ 0) (m p ω : ℝ) :
    IsKleinGordon m (wave a p ω) ↔ ω ^ 2 = p ^ 2 + m ^ 2 := by
  have ht := fun b => (wave_partials b p ω).2.1
  have hx := fun b => (wave_partials b p ω).2.2
  have key : ∀ x t, dt (dt (wave a p ω)) x t -
      (dx (dx (wave a p ω)) x t - (m : ℂ) ^ 2 * wave a p ω x t) =
      ((p ^ 2 + m ^ 2 - ω ^ 2 : ℝ) : ℂ) * wave a p ω x t := fun x t => by
    rw [ht, ht, hx, hx]
    simp only [wave]
    push_cast
    linear_combination ((ω : ℂ) ^ 2 - (p : ℂ) ^ 2) * a *
      cexp (I * ((p : ℂ) * x - (ω : ℂ) * t)) * Complex.I_sq
  constructor
  · intro h
    have h1 := key 0 0
    rw [h.eqn 0 0, sub_self] at h1
    have hw : wave a p ω 0 0 ≠ 0 := mul_ne_zero ha (Complex.exp_ne_zero _)
    have h2 := Complex.ofReal_eq_zero.mp ((mul_eq_zero.mp h1.symm).resolve_right hw)
    linarith
  · intro h
    refine ⟨(wave_partials a p ω).1, fun x t => ?_⟩
    have h1 := key x t
    have h0 : p ^ 2 + m ^ 2 - ω ^ 2 = 0 := by linarith
    rw [h0, Complex.ofReal_zero, zero_mul] at h1
    exact sub_eq_zero.mp h1
```

The symbol `↔` is "if and only if". Differentiating twice gives \(\varphi_{tt}=-\omega^2\varphi\) and \(\varphi_{xx}=-p^2\varphi\), hence
\[ \varphi_{tt}-(\varphi_{xx}-m^2\varphi)=(p^2+m^2-\omega^2)\,\varphi . \]
This identity is `key`, where `linear_combination` feeds in \(i^2=-1\). If \(\varphi\) is a solution, the left side vanishes at the origin, where \(\varphi=a\neq0\), and so \(\omega^2=p^2+m^2\). Conversely that relation makes the right side zero everywhere. Both roots \(\omega=\pm E(p)\) are admitted.

```lean
/-- A plane wave has density `ω |a|²` and current `p |a|²` everywhere. -/
theorem wave_density_current (a : ℂ) (p ω x t : ℝ) :
    density (wave a p ω) x t = ω * normSq a ∧ current (wave a p ω) x t = p * normSq a := by
  have hn : normSq (cexp (I * ((p : ℂ) * x - (ω : ℂ) * t))) = 1 := by
    have hre : (I * ((p : ℂ) * x - (ω : ℂ) * t)).re = 0 := by simp
    rw [Complex.normSq_eq_norm_sq, Complex.norm_exp, hre]
    simp
  have hw : conj (wave a p ω x t) * wave a p ω x t = (normSq a : ℂ) := by
    rw [← Complex.normSq_eq_conj_mul_self, wave, Complex.normSq_mul, hn, mul_one]
  have h1 : ∀ c : ℂ, conj (wave a p ω x t) * wave (c * a) p ω x t = c * (normSq a : ℂ) := by
    intro c
    rw [← hw]
    simp only [wave]
    ring
  constructor
  · unfold density
    rw [(wave_partials a p ω).2.1, h1]
    simp
  · unfold current
    rw [(wave_partials a p ω).2.2, h1]
    simp
```

The exponent is imaginary, so \(\bar\varphi\varphi=|a|^2\), which is `hw`. Then \(\bar\varphi\varphi_t=-i\omega|a|^2\) and \(\bar\varphi\varphi_x=ip|a|^2\), both instances of `h1`, and
\[ \rho=\omega|a|^2,\qquad j=p|a|^2 . \]
For \(a\ne0\) the density has the sign of the frequency. Reversing the sign convention for both \(\rho\) and \(j\) would only exchange which root is the negative one.

```lean
/-- For `p² + m² > 0` the field `exp(i(p x + E t))` solves the Klein-Gordon equation and its
density equals `-E` and is negative everywhere. -/
theorem negative_density {m p : ℝ} (hE : 0 < p ^ 2 + m ^ 2) (φ : ℝ → ℝ → ℂ)
    (hφ : ∀ x t, φ x t = cexp (I * ((p : ℂ) * x + (energy m p : ℂ) * t))) :
    IsKleinGordon m φ ∧ ∀ x t, density φ x t = -energy m p ∧ density φ x t < 0 := by
  have he : φ = wave 1 p (-energy m p) := by
    funext x t
    rw [hφ, wave, one_mul]
    congr 1
    push_cast
    ring
  have hpos : 0 < energy m p := Real.sqrt_pos.mpr hE
  rw [he]
  refine ⟨(wave_isKleinGordon_iff one_ne_zero m p _).mpr ?_, fun x t => ?_⟩
  · rw [neg_sq]
    exact Real.sq_sqrt hE.le
  · rw [(wave_density_current 1 p _ x t).1, map_one, mul_one]
    exact ⟨rfl, by linarith⟩
```

Let \(p^2+m^2>0\), which excludes only a massless wave of zero momentum, where \(E(p)=0\). The hypothesis `hφ` fixes \(\varphi=e^{i(px+E(p)t)}\). The theorem says that this field is a solution and that \(\rho=-E(p)<0\) at every \((x,t)\).

The field is the plane wave with \(a=1\) and \(\omega=-E(p)\), as `he` records. Then \(\omega^2=E(p)^2=p^2+m^2\), so the dispersion criterion applies, and \(\rho=\omega\cdot1=-E(p)\), negative by `hpos`. The wave has \(|\varphi|=1\) everywhere and is not square-integrable; normalisable wave packets are not treated.

## Positive frequencies alone

```lean
/-- The sum of two Klein-Gordon solutions is a solution, and its time derivative is the sum of
the time derivatives. -/
theorem superposition {m : ℝ} {φ ψ : ℝ → ℝ → ℂ} (hφ : IsKleinGordon m φ)
    (hψ : IsKleinGordon m ψ) : IsKleinGordon m (φ + ψ) ∧ dt (φ + ψ) = dt φ + dt ψ := by
  have ht : dt (φ + ψ) = dt φ + dt ψ := by
    funext x t
    exact ((hφ.reg.t1 x t).hasDerivAt.fun_add (hψ.reg.t1 x t).hasDerivAt).deriv
  have htt : dt (dt φ + dt ψ) = dt (dt φ) + dt (dt ψ) := by
    funext x t
    exact ((hφ.reg.t2 x t).hasDerivAt.fun_add (hψ.reg.t2 x t).hasDerivAt).deriv
  have hx : dx (φ + ψ) = dx φ + dx ψ := by
    funext x t
    exact ((hφ.reg.x1 x t).hasDerivAt.fun_add (hψ.reg.x1 x t).hasDerivAt).deriv
  have hxx : dx (dx φ + dx ψ) = dx (dx φ) + dx (dx ψ) := by
    funext x t
    exact ((hφ.reg.x2 x t).hasDerivAt.fun_add (hψ.reg.x2 x t).hasDerivAt).deriv
  refine ⟨⟨⟨fun x t => (hφ.reg.t1 x t).add (hψ.reg.t1 x t), fun x t => ?_,
    fun x t => (hφ.reg.x1 x t).add (hψ.reg.x1 x t), fun x t => ?_⟩, fun x t => ?_⟩, ht⟩
  · rw [ht]
    exact (hφ.reg.t2 x t).add (hψ.reg.t2 x t)
  · rw [hx]
    exact (hφ.reg.x2 x t).add (hψ.reg.x2 x t)
  · rw [ht, htt, hx, hxx]
    simp only [Pi.add_apply]
    rw [hφ.eqn x t, hψ.eqn x t]
    ring
```

The sum `φ + ψ` is pointwise. Derivatives of differentiable functions add, once for `ht` and `hx` and again for `htt` and `hxx`, and adding the two field equations gives the equation for the sum. The formula \((\varphi+\psi)_t=\varphi_t+\psi_t\) is kept in the conclusion because the density of a sum needs it.

```lean
/-- If `E(q) > 2E(p)` and `p² + m² > 0`, both frequencies of `2 exp(i(px - E(p)t)) -
exp(i(qx - E(q)t))` are positive, it is a solution, and `ρ(0,0) = 2E(p) - E(q) < 0`. -/
theorem positive_frequency_negative_density {m p q : ℝ} (hE : 0 < p ^ 2 + m ^ 2)
    (hq : 2 * energy m p < energy m q) :
    0 < energy m p ∧ 0 < energy m q ∧
    IsKleinGordon m (wave 2 p (energy m p) + wave (-1) q (energy m q)) ∧
    density (wave 2 p (energy m p) + wave (-1) q (energy m q)) 0 0 =
      2 * energy m p - energy m q ∧
    density (wave 2 p (energy m p) + wave (-1) q (energy m q)) 0 0 < 0 := by
  have hpos : 0 < energy m p := Real.sqrt_pos.mpr hE
  have hsq : ∀ k : ℝ, energy m k ^ 2 = k ^ 2 + m ^ 2 := fun k => Real.sq_sqrt (by positivity)
  have hs := superposition ((wave_isKleinGordon_iff (a := 2) (by norm_num) m p _).mpr (hsq p))
    ((wave_isKleinGordon_iff (a := -1) (by norm_num) m q _).mpr (hsq q))
  have hd : density (wave 2 p (energy m p) + wave (-1) q (energy m q)) 0 0 =
      2 * energy m p - energy m q := by
    unfold density
    rw [hs.2, (wave_partials _ _ _).2.1, (wave_partials _ _ _).2.1]
    simp [wave]
    all_goals ring
  exact ⟨hpos, by linarith, hs.1, hd, by linarith⟩

end

end KleinGordonDensity
```

Take a second real momentum \(q\) with \(E(q)>2E(p)\), keeping \(p^2+m^2>0\), so that in the sum below the wave of amplitude \(-1\) has more than twice the frequency of the wave of amplitude \(2\), and set
\[ \varphi=2e^{i(px-E(p)t)}-e^{i(qx-E(q)t)} . \]
The theorem states that both frequencies are positive, that \(\varphi\) is a solution, and that \(\rho(0,0)=2E(p)-E(q)<0\). Each term satisfies the dispersion relation by `hsq`, and `hs` adds them. At the origin both exponentials equal one, so
\[ \varphi=2-1=1,\qquad \varphi_t=-2iE(p)+iE(q),\qquad \rho=-\operatorname{Im}\varphi_t=2E(p)-E(q), \]
which is `hd`. Negativity is claimed at this one point only. It shows that restricting to positive frequencies does not make \(\rho\) pointwise non-negative on finite sums of plane waves.

For a free spinless particle in one dimension, treated with an unquantised field, \(\rho\) therefore cannot play the part that \(|\psi|^2\) plays in the Born rule on this class of solutions, although it is locally conserved. The customary reading of it as a charge density is an interpretation on which the theorems are silent.

## Mass 5, momenta 0 and 12

With \(m=5\), \(E(0)=5\) and \(E(12)=\sqrt{144+25}=13\).

For \(\varphi=e^{i(12x+13t)}\), \(\varphi_{tt}=-169\varphi\) and \(\varphi_{xx}-m^2\varphi=(-144-25)\varphi=-169\varphi\), so the equation holds. Here \(\bar\varphi\varphi_t=13i\) and \(\bar\varphi\varphi_x=12i\), giving \(\rho=-13\) and \(j=12\). Both are constant, and continuity reads \(0+0=0\).

For the superposition take \(p=0\) and \(q=12\), which meets \(13>2\cdot5\):
\[ \varphi=2e^{-5it}-e^{i(12x-13t)},\qquad \varphi_t=-10i\,e^{-5it}+13i\,e^{i(12x-13t)} . \]
At the origin \(\varphi=1\) and \(\varphi_t=3i\), so \(\rho(0,0)=-3=2\cdot5-13\). Multiplying out at a general point, with \(\theta=12x-8t\), one finds \(\rho=33-36\cos\theta\) and \(j=12-24\cos\theta\). Then \(\rho_t=-288\sin\theta\) and \(j_x=288\sin\theta\) cancel, and \(\rho\) dips below zero only where \(\cos\theta>11/12\).

```lean
#print axioms KleinGordonDensity.regular_of_contDiff
#print axioms KleinGordonDensity.continuity
#print axioms KleinGordonDensity.negative_density
#print axioms KleinGordonDensity.positive_frequency_negative_density
```

```
'KleinGordonDensity.regular_of_contDiff' depends on axioms: [propext, Classical.choice, Quot.sound]
'KleinGordonDensity.continuity' depends on axioms: [propext, Classical.choice, Quot.sound]
'KleinGordonDensity.negative_density' depends on axioms: [propext, Classical.choice, Quot.sound]
'KleinGordonDensity.positive_frequency_negative_density' depends on axioms: [propext, Classical.choice, Quot.sound]
```
